# The average sign is one for a finite Hermitian Hamiltonian that diagonal phases relate to its sign-free reference

The sign-free reference of a Hamiltonian matrix `H` keeps the real part of the diagonal and replaces each off-diagonal entry by minus its modulus. The average sign at a real inverse temperature `b` is the real part of the trace of exp(−bH), divided by the trace of the same exponential for the reference. The theorem says that this ratio is one if `H` is Hermitian on a finite, nonempty basis and each entry `H x y` is the reference entry multiplied by `star (u x)` and `u y`, where all the numbers `u x` have modulus one. The attempt shows by induction that the same relation holds between powers of the two matrices, so that their diagonal entries agree. It then compares the exponential series term by term to get equal traces, and divides by the partition function, which is positive.

An attempt in Lean 4 with a fault in it:

```lean
import Mathlib

open NormedSpace (exp)

namespace AverageSignEqOneOfGauge

variable {n : Type*} [Fintype n] [DecidableEq n]

/-- The sign-free reference Hamiltonian: the real part of the diagonal of `H` is kept and every
off-diagonal entry is replaced by minus its modulus. -/
noncomputable def bosonic (H : Matrix n n ℂ) : Matrix n n ℝ :=
  Matrix.of fun x y => if x = y then (H x x).re else -‖H x y‖

/-- The average sign at inverse temperature `b`: the partition function of `H` divided by that of
the sign-free reference, for Hermitian `H` on a nonempty basis. -/
noncomputable def averageSign (b : ℝ) (H : Matrix n n ℂ) : ℝ :=
  (Matrix.trace (exp ((-b) • H))).re / Matrix.trace (exp ((-b) • bosonic H))

/-- Each entry of a matrix exponential is the sum of its power series. -/
theorem exp_entry_hasSum {𝕜 : Type*} [RCLike 𝕜] (A : Matrix n n 𝕜) (x y : n) :
    HasSum (fun k : ℕ => ((k.factorial : ℝ)⁻¹) • (A ^ k) x y) (exp A x y) := by
  let : NormedRing (Matrix n n 𝕜) := Matrix.linftyOpNormedRing
  let : NormedAlgebra ℝ (Matrix n n 𝕜) := Matrix.linftyOpNormedAlgebra
  have h := NormedSpace.exp_series_hasSum_exp' (𝕂 := ℝ) A
  exact Pi.hasSum.mp (Pi.hasSum.mp h x) y

/-- The partition function of a Hermitian `H` on a nonempty basis is real and positive. -/
theorem partition_pos [Nonempty n] {H : Matrix n n ℂ} (hH : H.IsHermitian) (b : ℝ) :
    0 < (Matrix.trace (exp ((-b) • H))).re ∧ (Matrix.trace (exp ((-b) • H))).im = 0 := by
  have hs : ((-(b / 2)) • H).IsHermitian := by
    rw [Matrix.IsHermitian, Matrix.conjTranspose_smul, hH.eq, star_trivial]
  have hG := hs.exp
  have hne : exp ((-(b / 2)) • H) ≠ 0 := (Matrix.isUnit_exp _).ne_zero
  -- the Boltzmann operator is the square of the one at half the inverse temperature
  have hGG : exp ((-b) • H) = exp ((-(b / 2)) • H) * exp ((-(b / 2)) • H) := by
    rw [← Matrix.exp_add_of_commute _ _ (Commute.refl _), ← add_smul]
    congr 2
    ring
  rw [hGG]
  generalize exp ((-(b / 2)) • H) = G at hG hne
  have ht : Matrix.trace (G * G) = ((∑ x, ∑ y, Complex.normSq (G x y) : ℝ) : ℂ) := by
    simp only [Matrix.trace, Matrix.diag_apply, Matrix.mul_apply, Complex.ofReal_sum]
    refine Finset.sum_congr rfl fun x _ => Finset.sum_congr rfl fun y _ => ?_
    rw [← hG.apply y x]
    exact Complex.mul_conj _
  obtain ⟨x, y, hxy⟩ : ∃ x y, G x y ≠ 0 := by
    by_contra h
    push Not at h
    exact hne (Matrix.ext h)
  rw [ht, Complex.ofReal_re, Complex.ofReal_im]
  refine ⟨Finset.sum_pos' (fun v _ => Finset.sum_nonneg fun w _ => Complex.normSq_nonneg _)
    ⟨x, Finset.mem_univ x, Finset.sum_pos' (fun w _ => Complex.normSq_nonneg _)
      ⟨y, Finset.mem_univ y, Complex.normSq_pos.2 hxy⟩⟩, rfl⟩

/-- If a diagonal change of phases `u` turns the sign-free reference into the Hermitian `H`, on a
nonempty basis, the average sign is one. -/
theorem averageSign_eq_one_of_gauge [Nonempty n] {H : Matrix n n ℂ} (hH : H.IsHermitian) (b : ℝ)
    (u : n → ℂ) (hu : ∀ x, ‖u x‖ = 1)
    (h : ∀ x y, H x y = star (u x) * (bosonic H x y : ℂ) * u y) : averageSign b H = 1 := by
  have huu : ∀ z, u z * star (u z) = 1 := fun z => by
    rw [Complex.star_def, Complex.mul_conj, Complex.normSq_eq_norm_sq, hu]
    simp
  -- the phases cancel between neighbouring factors of a power
  have hpow : ∀ (k : ℕ) (v w : n), (((-b) • H) ^ k) v w =
      star (u v) * (((((-b) • bosonic H) ^ k) v w : ℝ) : ℂ) * u w := by
    intro k
    induction k with
    | zero =>
      intro v w
      by_cases hvw : v = w
      · subst hvw
        rw [pow_zero, pow_zero, Matrix.one_apply_eq, Matrix.one_apply_eq, Complex.ofReal_one]
        linear_combination -huu v
      · simp [Matrix.one_apply_ne hvw]
    | succ k ih =>
      intro v w
      rw [pow_succ, pow_succ, Matrix.mul_apply, Matrix.mul_apply, Complex.ofReal_sum,
        Finset.mul_sum, Finset.sum_mul]
      refine Finset.sum_congr rfl fun z _ => ?_
      rw [ih, Matrix.smul_apply, Matrix.smul_apply, h z w, Complex.real_smul, smul_eq_mul]
      push_cast
      linear_combination (star (u v) * (((((-b) • bosonic H) ^ k) v z : ℝ) : ℂ) *
        (-(b : ℂ) * (bosonic H z w : ℂ)) * u w) * huu z
  have hd : ∀ v, (exp ((-b) • H) v v).re = exp ((-b) • bosonic H) v v := fun v => by
    refine (Complex.reCLM.hasSum (exp_entry_hasSum ((-b) • H) v v)).unique ?_
    convert exp_entry_hasSum ((-b) • bosonic H) v v using 2 with k
    have e : (((-b) • H) ^ k) v v = (((((-b) • bosonic H) ^ k) v v : ℝ) : ℂ) := by
      rw [hpow]
      linear_combination (((((-b) • bosonic H) ^ k) v v : ℝ) : ℂ) * huu v
    rw [e, Complex.reCLM_apply, Complex.smul_re, Complex.ofReal_re]
  have ht : (Matrix.trace (exp ((-b) • H))).re = Matrix.trace (exp ((-b) • bosonic H)) := by
    simp only [Matrix.trace, Matrix.diag_apply, Complex.re_sum, hd]
  rw [averageSign, ← ht]
  exact div_self (partition_pos hH b).1.ne'

end AverageSignEqOneOfGauge
```

The compiler's answer:

```
Main.lean:87:27: error(lean.unknownIdentifier): Unknown identifier `k`
Main.lean:87:60: error(lean.unknownIdentifier): Unknown identifier `k`
Main.lean:89:49: error(lean.unknownIdentifier): Unknown identifier `k`
```

As a diff, the version that Lean accepts:

```diff
@@ -83,10 +83,15 @@
         (-(b : ℂ) * (bosonic H z w : ℂ)) * u w) * huu z
   have hd : ∀ v, (exp ((-b) • H) v v).re = exp ((-b) • bosonic H) v v := fun v => by
-    refine (Complex.reCLM.hasSum (exp_entry_hasSum ((-b) • H) v v)).unique ?_
-    convert exp_entry_hasSum ((-b) • bosonic H) v v using 2 with k
-    have e : (((-b) • H) ^ k) v v = (((((-b) • bosonic H) ^ k) v v : ℝ) : ℂ) := by
-      rw [hpow]
-      linear_combination (((((-b) • bosonic H) ^ k) v v : ℝ) : ℂ) * huu v
-    rw [e, Complex.reCLM_apply, Complex.smul_re, Complex.ofReal_re]
+    have hs : HasSum (fun k : ℕ => Complex.reCLM (((k.factorial : ℝ)⁻¹) • (((-b) • H) ^ k) v v))
+        (exp ((-b) • H) v v).re := Complex.reCLM.hasSum (exp_entry_hasSum ((-b) • H) v v)
+    have hfun : (fun k : ℕ => Complex.reCLM (((k.factorial : ℝ)⁻¹) • (((-b) • H) ^ k) v v)) =
+        fun k : ℕ => ((k.factorial : ℝ)⁻¹) • (((-b) • bosonic H) ^ k) v v := by
+      funext k
+      have e : (((-b) • H) ^ k) v v = (((((-b) • bosonic H) ^ k) v v : ℝ) : ℂ) := by
+        rw [hpow]
+        linear_combination (((((-b) • bosonic H) ^ k) v v : ℝ) : ℂ) * huu v
+      rw [e, Complex.reCLM_apply, Complex.smul_re, Complex.ofReal_re]
+    rw [hfun] at hs
+    exact hs.unique (exp_entry_hasSum ((-b) • bosonic H) v v)
   have ht : (Matrix.trace (exp ((-b) • H))).re = Matrix.trace (exp ((-b) • bosonic H)) := by
     simp only [Matrix.trace, Matrix.diag_apply, Complex.re_sum, hd]
```

Diagnosis. All three messages say that `k` is unknown in the proof of `hd`, where it should be the index of a term in the exponential series. The attempt relied on `convert ... using 2 with k` to introduce it. But `with k` only supplies a name for a variable that `convert` introduces on its way to the remaining goals; it does not itself introduce one. Here no `k` came into scope, so the equation `e` could not even be stated.

The repair no longer leaves this step to `convert`. It writes out the series of real parts as `hs`, and states in `hfun` that its terms, as a function of the index, equal those of the reference series. There `funext k` reduces the equality of functions to an equality at each index and introduces `k` explicitly. The old proof of `e` and the rewrite after it are then used unchanged. Finally, `rw [hfun] at hs` turns `hs` into a statement about the reference series, and `hs.unique` gives the equality of the two sums.
